# A bound of order 1/N on the bias of a weighted fraction for independent walkers of two types

Let $N\ge 1$ walkers be drawn independently. Each is of type A with probability $p$, where $0\le p\le 1$, and of type B otherwise. A walker of type A carries the weight $u>0$, a walker of type B the weight $v>0$. If $K$ is the number of walkers of type A, their share of the total weight is

$$F=\frac{uK}{uK+v(N-K)} .$$

For $N=1$ the expectation of $F$ is exactly $p$, whatever the weights. For every $N\ge 1$, with $m=\min(u,v)$,

$$\left|\,\mathbb E[F]-\frac{up}{up+v(1-p)}\right|\le\frac{uv\,|u-v|\,p(1-p)}{N\,m^3}.$$

The fraction $up/(up+v(1-p))$ is the ratio of the mean weight carried by type A to the mean total weight. In diffusion Monte Carlo the weights play the part of branching factors, and a weighted sum over the walkers is divided by a total weight that itself fluctuates. The result isolates the bias from this division in a single weighting step with independent walkers and two fixed weights. The population control bias of a full simulation also builds up over many generations of correlated walkers, which this model leaves out.

## Expanding the ratio about the mean number of type A walkers

Write $T(k)=uk+v(N-k)$ for the total weight when $k$ walkers are of type A, and $D=up+v(1-p)$ for the mean weight per walker. With $\delta=k-Np$,

$$T(k)=ND+(u-v)\delta .$$

The deviation of the weighted fraction from its large-population value is

$$\frac{uk}{T(k)}-\frac{up}{D}=\frac{u\,[kD-pT(k)]}{D\,T(k)} .$$

In the bracket the terms $NpD$ cancel, which leaves $\delta\,[D-p(u-v)]=v\delta$, because $D=v+p(u-v)$. Hence

$$\frac{uk}{T(k)}-\frac{up}{D}=\frac{uv\,\delta}{D\,T(k)} .$$

The denominator still depends on $k$. From $ND=T(k)-(u-v)\delta$ it follows that

$$\frac1{T(k)}=\frac1{ND}-\frac{(u-v)\delta}{ND\,T(k)},$$

and therefore

$$\frac{uk}{T(k)}=\frac{up}{D}+\frac{uv}{ND^2}\,\delta-\frac{uv(u-v)}{ND^2}\,\frac{\delta^2}{T(k)} .$$

This is an identity, with no remainder neglected.

Now average over $K$. It is a sum of $N$ independent indicators, each with mean $p$ and variance $p-p^2$, so $\mathbb E[K]=Np$ and $\mathbb E[(K-Np)^2]=Np(1-p)$. The linear term vanishes, and

$$\mathbb E[F]-\frac{up}{D}=-\frac{uv(u-v)}{ND^2}\,S,\qquad S=\mathbb E\!\left[\frac{(K-Np)^2}{T(K)}\right].$$

Let $M=\max(u,v)$. Since $T(k)-mN=(u-m)k+(v-m)(N-k)\ge 0$, and similarly $MN-T(k)\ge 0$, the total weight lies between $mN$ and $MN$. Replacing $T(K)$ by these constants gives

$$\frac{p(1-p)}{M}\le S\le\frac{p(1-p)}{m}.$$

The mean weight $D$ also lies between $m$ and $M$. Inserting $D\ge m$ and the upper bound on $S$ yields the stated inequality. For $N=1$ the fraction is $0$ when $K=0$ and $u/u=1$ when $K=1$, so its mean is $p$.

The lower bound on $S$ shows that the order $1/N$ is attained. If $u>v$ and $0<p<1$, then $D\le u$ and $S\ge p(1-p)/u$, so

$$\frac{up}{D}-\mathbb E[F]\ge\frac{uv(u-v)p(1-p)}{N\,u^3}>0 .$$

The heavier type is underestimated on average. The case $u<v$ follows by exchanging the names of the types.

## The binomial average and the weighted fraction in Lean

The development works with real numbers and finite sums.

```lean
import Mathlib

open Finset

namespace PopulationControlBias

noncomputable section
```

The expectation is written out as a sum over $k=0,\dots,N$ with the binomial probabilities. Independence of the walkers enters only through this choice of law; no probability space is constructed. The function `g` is the observable, evaluated at the number of type A walkers.

```lean
/-- The expectation of `g K` when `K` is binomially distributed with `N` trials and
success probability `p`. -/
def binomialMean (N : ℕ) (p : ℝ) (g : ℕ → ℝ) : ℝ :=
  ∑ k ∈ range (N + 1), ((N.choose k : ℝ) * p ^ k * (1 - p) ^ (N - k)) * g k
```

The total weight takes real arguments `n` and `k`. With `n` equal to $N$ and `k` the number of type A walkers it is $T(k)$; with `n = 1` and `k = p` it is $D$.

```lean
/-- Total weight of a population of size `n` in which an amount `k` carries weight `u`
and the rest carries weight `v`. -/
def totalWeight (u v n k : ℝ) : ℝ := u * k + v * (n - k)
```

The same double use applies to the fraction: `weightedFraction u v N k` is the estimator in a finite population, and `weightedFraction u v 1 p` is $up/D$.

```lean
/-- The share of the total weight carried by the walkers of weight `u`. -/
def weightedFraction (u v n k : ℝ) : ℝ := u * k / totalWeight u v n k
```

The quantity $S$ of the derivation is named `weightedSpread`.

```lean
/-- The mean squared fluctuation of the number of walkers of weight `u`, each term divided by the
total weight of the population. -/
def weightedSpread (u v : ℝ) (N : ℕ) (p : ℝ) : ℝ :=
  binomialMean N p (fun k => ((k : ℝ) - N * p) ^ 2 / totalWeight u v N k)
```

## Moments from Bernstein polynomials

The binomial probabilities are the Bernstein polynomials evaluated at $p$, and Mathlib contains their sum, first moment and variance as polynomial identities. Each of the next three proofs evaluates one of these identities at `p` and matches the result with `binomialMean`. They replace the argument with indicators. As algebraic identities they hold for every real `p`; the restriction to $[0,1]$ is needed only for the inequalities and for the sign of the total weight.

```lean
/-- The binomial probabilities add up to one. -/
theorem binomial_total (N : ℕ) (p : ℝ) : binomialMean N p (fun _ => 1) = 1 := by
  have h := congrArg (Polynomial.eval p) (bernsteinPolynomial.sum ℝ N)
  simp only [bernsteinPolynomial, Polynomial.eval_finsetSum, Polynomial.eval_mul,
    Polynomial.eval_pow, Polynomial.eval_sub, Polynomial.eval_X, Polynomial.eval_one,
    Polynomial.eval_natCast] at h
  simpa only [binomialMean, mul_one] using h
```

For the centred first moment, the sum is split into the mean of $k$ minus $Np$ times the total probability.

```lean
/-- The deviation of the number of successes in `N` trials from `N p` averages to zero. -/
theorem binomial_centered (N : ℕ) (p : ℝ) :
    binomialMean N p (fun k => (k : ℝ) - N * p) = 0 := by
  have h := congrArg (Polynomial.eval p) (bernsteinPolynomial.sum_smul ℝ N)
  simp only [bernsteinPolynomial, Polynomial.eval_finsetSum, Polynomial.eval_mul,
    Polynomial.eval_pow, Polynomial.eval_sub, Polynomial.eval_X, Polynomial.eval_one,
    Polynomial.eval_natCast, nsmul_eq_mul] at h
  have h1 := binomial_total N p
  have h2 : binomialMean N p (fun k => (k : ℝ) - N * p)
      = (∑ k ∈ range (N + 1), (k : ℝ) * ((N.choose k : ℝ) * p ^ k * (1 - p) ^ (N - k)))
        - N * p * binomialMean N p (fun _ => 1) := by
    simp only [binomialMean, Finset.mul_sum, ← Finset.sum_sub_distrib]
    exact Finset.sum_congr rfl fun k _ => by ring
  rw [h2, h, h1]
  ring
```

The variance needs only a rearrangement of each summand.

```lean
/-- The variance of the number of successes in `N` trials is `N p (1 - p)`. -/
theorem binomial_variance (N : ℕ) (p : ℝ) :
    binomialMean N p (fun k => ((k : ℝ) - N * p) ^ 2) = N * p * (1 - p) := by
  have h := congrArg (Polynomial.eval p) (bernsteinPolynomial.variance ℝ N)
  simp only [bernsteinPolynomial, Polynomial.eval_finsetSum, Polynomial.eval_mul,
    Polynomial.eval_pow, Polynomial.eval_sub, Polynomial.eval_X, Polynomial.eval_one,
    Polynomial.eval_natCast, nsmul_eq_mul] at h
  rw [← h, binomialMean]
  exact Finset.sum_congr rfl fun k _ => by ring
```

## Bounds on the total weight

For $0\le k\le n$ the total weight lies between $mn$ and $Mn$. The products passed to `nlinarith` are the nonnegative terms used above, such as $(u-m)k$ and $(v-m)(n-k)$. Because `n` and `k` are real, the lemma serves for both $T(k)$ and $D$.

```lean
/-- The total weight lies between the population size times the smaller weight and the
population size times the larger weight. -/
theorem totalWeight_bounds (u v : ℝ) {n k : ℝ} (hk : 0 ≤ k) (hkn : k ≤ n) :
    min u v * n ≤ totalWeight u v n k ∧ totalWeight u v n k ≤ max u v * n := by
  unfold totalWeight
  constructor
  · nlinarith [mul_nonneg hk (sub_nonneg.2 (min_le_left u v)),
      mul_nonneg (sub_nonneg.2 hkn) (sub_nonneg.2 (min_le_right u v))]
  · nlinarith [mul_nonneg hk (sub_nonneg.2 (le_max_left u v)),
      mul_nonneg (sub_nonneg.2 hkn) (sub_nonneg.2 (le_max_right u v))]
```

## The exact bias

The theorem `bias_identity` states the formula for $\mathbb E[F]-up/D$ in terms of $S$. Its hypotheses are positive weights, at least one walker, and a probability between zero and one.

The lower bound on the total weight first shows that neither $D$ nor any $T(k)$ in the sum is zero. The statement `e` inside the proof is the expansion of $uk/T(k)$ in $\delta$; `field_simp` clears the denominators and `ring` checks the resulting polynomial identity. Summing with the binomial probabilities gives `key`. The final rewriting inserts total probability one and centred mean zero, which removes the linear term.

```lean
variable {u v p : ℝ} {N : ℕ}

/-- Exact bias of the weighted fraction in a population of `N` walkers, expressed through the
weighted spread of the number of walkers of weight `u`. -/
theorem bias_identity (hu : 0 < u) (hv : 0 < v) (hN : 1 ≤ N) (h0 : 0 ≤ p) (h1 : p ≤ 1) :
    binomialMean N p (fun k => weightedFraction u v N k) - weightedFraction u v 1 p
      = -(u * v * (u - v) / (N * totalWeight u v 1 p ^ 2) * weightedSpread u v N p) := by
  have hm : 0 < min u v := lt_min hu hv
  have hNp : (0 : ℝ) < N := by exact_mod_cast hN
  have hD : totalWeight u v 1 p ≠ 0 := by
    have := (totalWeight_bounds u v h0 h1).1
    linarith
  -- expand the ratio about the mean number of type A walkers and average term by term
  have key : binomialMean N p (fun k => weightedFraction u v N k)
      = weightedFraction u v 1 p * binomialMean N p (fun _ => 1)
        + u * v / (N * totalWeight u v 1 p ^ 2) * binomialMean N p (fun k => (k : ℝ) - N * p)
        - u * v * (u - v) / (N * totalWeight u v 1 p ^ 2) * weightedSpread u v N p := by
    simp only [weightedSpread, binomialMean, Finset.mul_sum, ← Finset.sum_add_distrib,
      ← Finset.sum_sub_distrib]
    refine Finset.sum_congr rfl fun k hk => ?_
    have hkN : (k : ℝ) ≤ N := by exact_mod_cast Nat.lt_succ_iff.1 (Finset.mem_range.1 hk)
    have hT : totalWeight u v N k ≠ 0 :=
      ((mul_pos hm hNp).trans_le (totalWeight_bounds u v k.cast_nonneg hkN).1).ne'
    have e : weightedFraction u v N k = weightedFraction u v 1 p
        + u * v / (N * totalWeight u v 1 p ^ 2) * ((k : ℝ) - N * p)
        - u * v * (u - v) / (N * totalWeight u v 1 p ^ 2)
          * (((k : ℝ) - N * p) ^ 2 / totalWeight u v N k) := by
      unfold weightedFraction
      field_simp
      simp only [totalWeight]
      ring
    rw [e]
    ring
  rw [key, binomial_total, binomial_centered]
  ring
```

## Bounds on the spread

The auxiliary statement `hc` says that if the total weight is replaced by a constant $cN$, the average becomes $Np(1-p)/(cN)=p(1-p)/c$. It is applied with $c=m$ and $c=M$. The two averages are then compared term by term: the binomial probabilities are nonnegative, and enlarging a positive denominator never increases a nonnegative fraction.

```lean
/-- The weighted spread lies between `p (1 - p)` divided by the larger weight and `p (1 - p)`
divided by the smaller weight. -/
theorem weightedSpread_bounds (hu : 0 < u) (hv : 0 < v) (hN : 1 ≤ N) (h0 : 0 ≤ p)
    (h1 : p ≤ 1) : p * (1 - p) / max u v ≤ weightedSpread u v N p ∧
      weightedSpread u v N p ≤ p * (1 - p) / min u v := by
  have hm : 0 < min u v := lt_min hu hv
  have hM : 0 < max u v := lt_max_of_lt_left hu
  have hNp : (0 : ℝ) < N := by exact_mod_cast hN
  have hq : 0 ≤ 1 - p := sub_nonneg.2 h1
  -- replacing the total weight by a constant `c * N` leaves the plain variance
  have hc : ∀ c : ℝ, 0 < c → p * (1 - p) / c
      = binomialMean N p (fun k => ((k : ℝ) - N * p) ^ 2 / (c * N)) := by
    intro c hc
    have e : binomialMean N p (fun k => ((k : ℝ) - N * p) ^ 2 / (c * N))
        = binomialMean N p (fun k => ((k : ℝ) - N * p) ^ 2) / (c * N) := by
      simp only [binomialMean, Finset.sum_div, mul_div_assoc]
    rw [e, binomial_variance]
    field_simp
  rw [hc _ hm, hc _ hM]
  unfold weightedSpread binomialMean
  constructor <;> refine Finset.sum_le_sum fun k hk => ?_ <;>
    have hkN : (k : ℝ) ≤ N := by exact_mod_cast Nat.lt_succ_iff.1 (Finset.mem_range.1 hk)
  all_goals
    have hb := totalWeight_bounds u v k.cast_nonneg hkN
    refine mul_le_mul_of_nonneg_left ?_ (by positivity)
  · exact div_le_div_of_nonneg_left (sq_nonneg _) ((mul_pos hm hNp).trans_le hb.1) hb.2
  · exact div_le_div_of_nonneg_left (sq_nonneg _) (mul_pos hm hNp) hb.1
```

## The bound for every population size

The main theorem has two parts. The first says that the mean fraction for one walker is `p`, which is checked by writing out the two terms of the sum. The second is the inequality for $N$ walkers, with the large-population fraction written explicitly as `u * p / (u * p + v * (1 - p))`.

For the second part, `change` identifies this fraction with `weightedFraction u v 1 p`, and `bias_identity` turns the difference into a prefactor times $S$. The absolute value then falls only on $u-v$, since the other factors are nonnegative. The calculation at the end uses $D\ge m$ in the prefactor and $S\le p(1-p)/m$ in the remaining factor.

```lean
/-- The mean weighted fraction is `p` for a single walker, and for `N` walkers it differs from the
ratio of mean weights by at most a constant over `N`. -/
theorem population_control_bias (hu : 0 < u) (hv : 0 < v) (hN : 1 ≤ N) (h0 : 0 ≤ p)
    (h1 : p ≤ 1) :
    binomialMean 1 p (fun k => weightedFraction u v (1 : ℕ) k) = p ∧
    |binomialMean N p (fun k => weightedFraction u v N k) - u * p / (u * p + v * (1 - p))|
      ≤ u * v * |u - v| * p * (1 - p) / (N * min u v ^ 3) := by
  refine ⟨by simp [binomialMean, weightedFraction, totalWeight, Finset.sum_range_succ, hu.ne'],
    ?_⟩
  have hm : 0 < min u v := lt_min hu hv
  have hNp : (0 : ℝ) < N := by exact_mod_cast hN
  have hD : min u v ≤ totalWeight u v 1 p := by
    simpa only [mul_one] using (totalWeight_bounds u v h0 h1).1
  have hDp := hm.trans_le hD
  have hS := weightedSpread_bounds hu hv hN h0 h1
  have hS0 : 0 ≤ weightedSpread u v N p :=
    (div_nonneg (mul_nonneg h0 (sub_nonneg.2 h1)) (hu.le.trans (le_max_left u v))).trans hS.1
  change |_ - weightedFraction u v 1 p| ≤ _
  rw [bias_identity hu hv hN h0 h1, abs_neg, abs_mul, abs_div, abs_mul,
    abs_of_pos (mul_pos hu hv), abs_of_pos (mul_pos hNp (pow_pos hDp 2)), abs_of_nonneg hS0]
  calc _ ≤ u * v * |u - v| / (N * min u v ^ 2) * (p * (1 - p) / min u v) :=
        mul_le_mul (by gcongr) hS.2 hS0 (by positivity)
    _ = _ := by field_simp
```

## The sign and order of the bias

The last theorem assumes $v<u$ and $0<p<1$, so that the weights differ and both types occur with positive probability. Its first part says that the lower bound is strictly positive, its second that the mean fraction falls short of $up/D$ by at least this amount. The proof follows the same route as the upper bound with the inequalities reversed: $D\le u$ and $S\ge p(1-p)/u$. For fixed weights and fixed $p$ in this range, the bias is thus enclosed between two positive multiples of $1/N$ in magnitude.

```lean
/-- If `u` is the larger weight and both types occur with positive probability, the mean
weighted fraction lies below the ratio of mean weights by at least a constant over `N`. -/
theorem bias_lower_bound (hv : 0 < v) (huv : v < u) (hN : 1 ≤ N) (h0 : 0 < p) (h1 : p < 1) :
    0 < u * v * (u - v) * p * (1 - p) / (N * u ^ 3) ∧
    u * v * (u - v) * p * (1 - p) / (N * u ^ 3) ≤
      u * p / (u * p + v * (1 - p)) - binomialMean N p (fun k => weightedFraction u v N k) := by
  have hu : 0 < u := hv.trans huv
  have hd : 0 < u - v := sub_pos.2 huv
  have hq : 0 < 1 - p := sub_pos.2 h1
  have hNp : (0 : ℝ) < N := by exact_mod_cast hN
  refine ⟨by positivity, ?_⟩
  have hD : totalWeight u v 1 p ≤ u := by
    simpa only [mul_one, max_eq_left huv.le] using (totalWeight_bounds u v h0.le h1.le).2
  have hDp : 0 < totalWeight u v 1 p := by unfold totalWeight; positivity
  have hS := (weightedSpread_bounds hu hv hN h0.le h1.le).1
  rw [max_eq_left huv.le] at hS
  have hb := bias_identity hu hv hN h0.le h1.le
  change _ ≤ weightedFraction u v 1 p - _
  calc _ = u * v * (u - v) / (N * u ^ 2) * (p * (1 - p) / u) := by field_simp
    _ ≤ u * v * (u - v) / (N * totalWeight u v 1 p ^ 2) * weightedSpread u v N p :=
        mul_le_mul (by gcongr) hS (by positivity) (by positivity)
    _ = _ := by linarith

end

end PopulationControlBias
```

```lean
#print axioms PopulationControlBias.population_control_bias
#print axioms PopulationControlBias.bias_lower_bound
```

```
'PopulationControlBias.population_control_bias' depends on axioms: [propext, Classical.choice, Quot.sound]
'PopulationControlBias.bias_lower_bound' depends on axioms: [propext, Classical.choice, Quot.sound]
```
